# Radial equations at zero energy for the free s-wave and its first two energy derivatives

For a free particle in an s-wave, with no potential and units in which the radial equation is −u″ = Eu, the theorem takes the three polynomials u = r, u̇ = −r³/6 and ü = r⁵/60, where dots stand for energy derivatives at E = 0. It states that −u″ = 0, −u̇″ = u and −ü″ = 2u̇ for every real r, that all three functions vanish at the origin, and that their slopes there are 1, 0 and 0. The functions are given explicitly and are not normalised to unit integral; no energy-dependent family is differentiated in the proof. The attempt writes each function as an odd polynomial `oddPoly a b c`, rewrites the derivatives with two general formulas, and leaves the remaining algebra to `ring`.

As first written in Lean, the proof fails:

```lean
import Mathlib

open Set

namespace EnergyDerivativeChain

noncomputable section

/-- The regular radial function at linearization energy zero. -/
def u : ℝ → ℝ := fun r => r

/-- The first energy derivative of the radial function at energy zero. -/
def uDot : ℝ → ℝ := fun r => -r ^ 3 / 6

/-- The second energy derivative of the radial function at energy zero. -/
def uDDot : ℝ → ℝ := fun r => r ^ 5 / 60

/-- The odd polynomial `a r + b r³ + c r⁵`. -/
def oddPoly (a b c : ℝ) : ℝ → ℝ := fun r => a * r + b * r ^ 3 + c * r ^ 5

/-- The slope of an odd trial polynomial. -/
theorem deriv_oddPoly (a b c : ℝ) :
    deriv (oddPoly a b c) = fun r => a + b * (3 * r ^ 2) + c * (5 * r ^ 4) := by
  funext r
  have h := (((hasDerivAt_id' r).const_mul a).fun_add
    ((hasDerivAt_pow 3 r).const_mul b)).fun_add ((hasDerivAt_pow 5 r).const_mul c)
  refine (h.congr_deriv ?_).deriv
  simp only [Nat.cast_ofNat, Nat.reduceSub, mul_one]

/-- The second derivative of an odd trial polynomial. -/
theorem deriv_deriv_oddPoly (a b c : ℝ) :
    deriv (deriv (oddPoly a b c)) = fun r => 6 * b * r + 20 * c * r ^ 3 := by
  rw [deriv_oddPoly]
  funext r
  have h := ((((hasDerivAt_pow 2 r).const_mul 3).const_mul b).const_add a).fun_add
    (((hasDerivAt_pow 4 r).const_mul 5).const_mul c)
  refine (h.congr_deriv ?_).deriv
  simp only [Nat.cast_ofNat, Nat.reduceSub]
  ring

/-- The three radial functions obey the energy-differentiated radial equations at energy
zero, vanish at the origin, and have slopes `1`, `0`, `0` there. -/
theorem energy_derivative_chain :
    (∀ r, -(deriv (deriv u) r) = 0 ∧ -(deriv (deriv uDot) r) = u r ∧
      -(deriv (deriv uDDot) r) = 2 * uDot r) ∧
    (u 0 = 0 ∧ uDot 0 = 0 ∧ uDDot 0 = 0) ∧
    (deriv u 0 = 1 ∧ deriv uDot 0 = 0 ∧ deriv uDDot 0 = 0) := by
  have h1 : u = oddPoly 1 0 0 := by funext r; simp only [u, oddPoly]; ring
  have h2 : uDot = oddPoly 0 (-1 / 6) 0 := by funext r; simp only [uDot, oddPoly]; ring
  have h3 : uDDot = oddPoly 0 0 (1 / 60) := by funext r; simp only [uDDot, oddPoly]; ring
  rw [h1, h2, h3]
  simp only [deriv_deriv_oddPoly, deriv_oddPoly, oddPoly]
  refine ⟨fun r => ⟨by ring, by ring, by ring⟩, ⟨by ring, by ring, by ring⟩,
    by ring, by ring, by ring⟩

end

end EnergyDerivativeChain
```

The compiler's answer:

```
Try this:
  [apply] ring_nf
  
  The `ring` tactic failed to close the goal. Use `ring_nf` to obtain a normal form.
    
  Note that `ring` works primarily in *commutative* rings. If you have a noncommutative ring, abelian group or module, consider using `noncomm_ring`, `abel` or `module` instead.
Main.lean:53:20: error: unsolved goals
h1 : u = oddPoly 1 0 0
h2 : uDot = oddPoly 0 (-1 / 6) 0
h3 : uDDot = oddPoly 0 0 (1 / 60)
r : ℝ
⊢ -deriv (fun r => 1) r = 0
Try this:
  [apply] ring_nf
  
  The `ring` tactic failed to close the goal. Use `ring_nf` to obtain a normal form.
    
  Note that `ring` works primarily in *commutative* rings. If you have a noncommutative ring, abelian group or module, consider using `noncomm_ring`, `abel` or `module` instead.
Main.lean:53:29: error: unsolved goals
h1 : u = oddPoly 1 0 0
h2 : uDot = oddPoly 0 (-1 / 6) 0
h3 : uDDot = oddPoly 0 0 (1 / 60)
r : ℝ
⊢ -deriv (fun r => r ^ 2 * (-1 / 2)) r = r
Try this:
  [apply] ring_nf
  
  The `ring` tactic failed to close the goal. Use `ring_nf` to obtain a normal form.
    
  Note that `ring` works primarily in *commutative* rings. If you have a noncommutative ring, abelian group or module, consider using `noncomm_ring`, `abel` or `module` instead.
Main.lean:53:38: error: unsolved goals
h1 : u = oddPoly 1 0 0
h2 : uDot = oddPoly 0 (-1 / 6) 0
h3 : uDDot = oddPoly 0 0 (1 / 60)
r : ℝ
⊢ -deriv (fun r => r ^ 4 * (1 / 12)) r = r ^ 3 * (-1 / 3)
Main.lean:52:13: warning: This simp argument is unused:
  deriv_deriv_oddPoly

Hint: Omit it from the simp argument list.
  [apply] simp only [deriv_oddPoly, oddPoly]

Note: This linter can be disabled with `set_option linter.unusedSimpArgs false`
```

Diagnosis. The three errors are the three radial equations, each still containing an unevaluated `deriv`. The goals are true, but `ring` does only algebra and cannot differentiate, so the suggested `ring_nf` would not finish them either.

The warning that `deriv_deriv_oddPoly` is unused shows why the derivatives remained. By default `simp` simplifies subterms before it applies a lemma to the whole term. In `deriv (deriv (oddPoly a b c))` it therefore rewrote the inner derivative with `deriv_oddPoly` first. That left the outer `deriv` acting on an explicit function, which no longer matched the left side of `deriv_deriv_oddPoly`.

The repair splits the call in two. The first `simp only` has only the second-derivative formula, so the nested derivatives are still intact when it is applied. The second evaluates the slopes at the origin and unfolds `oddPoly`. What remains is polynomial algebra, which `ring` proves. The added comment only records the order.

The repair, with which the file compiles:

```diff
@@ -50,5 +50,7 @@
   have h3 : uDDot = oddPoly 0 0 (1 / 60) := by funext r; simp only [uDDot, oddPoly]; ring
   rw [h1, h2, h3]
-  simp only [deriv_deriv_oddPoly, deriv_oddPoly, oddPoly]
+  -- second derivatives first, then slopes
+  simp only [deriv_deriv_oddPoly]
+  simp only [deriv_oddPoly, oddPoly]
   refine ⟨fun r => ⟨by ring, by ring, by ring⟩, ⟨by ring, by ring, by ring⟩,
     by ring, by ring, by ring⟩
```
